# When a finite magnetic group's corepresentation is irreducible on the unitary subgroup, the characters of the antiunitary squares sum to that subgroup's order

To see whether time reversal forces extra degeneracy at a k-point, I add the characters \(\chi(a^2)\) over the antiunitary operations \(a\) and compare the sum with the number of unitary operations. If the two differ, I conclude that the level must be larger than the unitary irrep I started from. What bothers me is that the matrix of an antiunitary operation isn't even fixed up to similarity: multiplying the basis by \(e^{i\theta}\) multiplies that matrix by \(e^{-2i\theta}\). How can such matrices produce a definite integer, and what has to be assumed?

## Squaring removes the phase, and averaging fixes the sum

The square of an antiunitary operation is linear. Its matrix is \(D(a)\overline{D(a)}\), in which your phase cancels. The value of the sum then follows from an orthogonality argument.

Let \(G\) be the finite group, \(H\) its unitary subgroup (not the Hamiltonian) of index 2, and \(d\ge 1\) the size of the unitary matrices \(D(g)\). The complement of \(H\) has \(|H|\) elements. Assume that only scalar matrices commute with every \(D(h)\), \(h\in H\); for these unitary matrices, that is equivalent to irreducibility on \(H\), by Schur's lemma. For any matrix \(X\), put

\[ S=\sum_{a\notin H} D(a)\,X\,D(a)^\dagger . \]

For \(h\in H\), \(D(h)D(a)=D(ha)\), and \(a\mapsto ha\) permutes the complement. So \(D(h)SD(h)^\dagger=S\), which means that \(S\) commutes with \(D(h)\), and \(S=c\,1\). Each term has trace \(\operatorname{tr}X\), so \(dc=|H|\operatorname{tr}X\). Taking for \(X\) the matrix with a single 1 at \((j,l)\) and reading off entry \((i,k)\) gives

\[ d\sum_{a\notin H} D(a)_{ij}\overline{D(a)_{kl}}=|H|\,\delta_{ik}\delta_{jl}. \]

Since \(D(a^2)_{il}=\sum_j D(a)_{ij}\overline{D(a)_{jl}}\), set \(k=j\) and sum over \(j\):

\[ d\sum_{a\notin H}D(a^2)=|H|\,1,\qquad \sum_{a\notin H}\operatorname{tr}D(a^2)=|H|. \]

The second equation is the trace of the first, divided by \(d\).

In Lean, `IsCorep H D` contains unitarity and the two product laws: elements of `H` multiply linearly, while the others conjugate the matrix to their right entrywise, written `.map conj`. `IrreducibleOn H D` is the scalar-commutant condition, `H.index = 2` says that half the group is antiunitary, and `[Nonempty n]` excludes matrices of size zero. `character_test` is the final equation.

At a k-point, \(G\) contains only the operations that keep \(k\) up to a reciprocal-lattice vector. If none of them is antiunitary, the sum is empty, \(H\) doesn't have index 2, and the test says nothing about degeneracy at \(k\). If some are, and \(G\) is finite, the result supports your conclusion: an irrep of \(H\) with a different sum can't be extended to the antiunitary operations in the same dimension. The converse, that the value \(|H|\) guarantees an extension, is a separate statement. You must also establish that the level carries such matrices with no extra phase factors in their products; for half-integer spin, \(G\) is then a double group.

```lean
import Mathlib

open Matrix ComplexConjugate

namespace MagneticCharacterTest

variable {G n : Type*} [Group G] [Fintype n] [DecidableEq n]

/-- A unitary corepresentation of a magnetic group `G`: elements of `H` act linearly,
and elements outside `H` act antilinearly, conjugating the matrix to their right. -/
structure IsCorep (H : Subgroup G) (D : G → Matrix n n ℂ) : Prop where
  unitary : ∀ g, D g * (D g)ᴴ = 1
  linear : ∀ g ∈ H, ∀ k, D (g * k) = D g * D k
  antilinear : ∀ g ∉ H, ∀ k, D (g * k) = D g * (D k).map conj

/-- Only scalar matrices commute with all the matrices `D h`, `h` in `H`. -/
def IrreducibleOn (H : Subgroup G) (D : G → Matrix n n ℂ) : Prop :=
  ∀ X : Matrix n n ℂ, (∀ h ∈ H, D h * X = X * D h) → ∃ c : ℂ, X = c • 1

section Test

variable [Fintype G] {H : Subgroup G} [DecidablePred (· ∈ H)] {D : G → Matrix n n ℂ}

/-- A subgroup of index two has as many elements outside it as inside. -/
theorem card_antiunitary (hH : H.index = 2) :
    (Finset.univ.filter (fun a => a ∉ H)).card = Nat.card H := by
  have h1 := H.card_mul_index
  rw [hH] at h1
  have h2 : Fintype.card {x // x ∉ H} = Fintype.card G - Fintype.card {x // x ∈ H} :=
    Fintype.card_subtype_compl _
  have h3 : Nat.card H = Fintype.card {x // x ∈ H} := Nat.card_eq_fintype_card
  have h4 : Nat.card G = Fintype.card G := Nat.card_eq_fintype_card
  have h5 : Fintype.card {x // x ∉ H} = (Finset.univ.filter (fun a => a ∉ H)).card :=
    Fintype.card_subtype _
  omega

/-- For a corepresentation irreducible on a subgroup `H` of index two, summing
`D a * X * (D a)ᴴ` over the antiunitary elements turns any matrix `X` into a scalar
matrix fixed by the trace of `X`. -/
theorem antiunitary_average (hH : H.index = 2) (hD : IsCorep H D)
    (hirr : IrreducibleOn H D) (X : Matrix n n ℂ) :
    (Fintype.card n : ℂ) • ∑ a ∈ Finset.univ.filter (fun a => a ∉ H), D a * X * (D a)ᴴ
      = ((Nat.card H : ℂ) * X.trace) • (1 : Matrix n n ℂ) := by
  have u : ∀ g, (D g)ᴴ * D g = 1 := fun g => mul_eq_one_comm.mp (hD.unitary g)
  -- left translation by `H` permutes the antiunitary elements
  have inv : ∀ h ∈ H,
      D h * (∑ a ∈ Finset.univ.filter (fun a => a ∉ H), D a * X * (D a)ᴴ) * (D h)ᴴ
        = ∑ a ∈ Finset.univ.filter (fun a => a ∉ H), D a * X * (D a)ᴴ := by
    intro h hh
    rw [Finset.mul_sum, Finset.sum_mul]
    refine Finset.sum_bij (fun a _ => h * a) ?_ ?_ ?_ ?_
    · intro a ha
      simpa [H.mul_mem_cancel_left hh] using ha
    · intro a _ b _ hab
      exact mul_left_cancel hab
    · intro b hb
      exact ⟨h⁻¹ * b, by simpa [H.mul_mem_cancel_left (H.inv_mem hh)] using hb, by simp⟩
    · intro a _
      rw [hD.linear h hh, conjTranspose_mul]
      simp only [mul_assoc]
  have tr : (∑ a ∈ Finset.univ.filter (fun a => a ∉ H), D a * X * (D a)ᴴ).trace
      = (Nat.card H : ℂ) * X.trace := by
    rw [trace_sum, Finset.sum_congr rfl (g := fun _ => X.trace)
      (fun a _ => by rw [trace_mul_cycle, u, one_mul]),
      Finset.sum_const, card_antiunitary hH, nsmul_eq_mul]
  generalize (∑ a ∈ Finset.univ.filter (fun a => a ∉ H), D a * X * (D a)ᴴ) = M at inv tr ⊢
  -- the sum commutes with `D` on `H`, so it is a scalar
  obtain ⟨c, rfl⟩ := hirr M (fun h hh => by
    calc D h * M = D h * M * ((D h)ᴴ * D h) := by rw [u, mul_one]
      _ = (D h * M * (D h)ᴴ) * D h := by simp only [mul_assoc]
      _ = M * D h := by rw [inv h hh])
  rw [trace_smul, trace_one, smul_eq_mul] at tr
  rw [smul_smul, ← tr, mul_comm]

/-- Orthogonality relations for the matrix elements of the antiunitary operations, for a
corepresentation irreducible on a subgroup `H` of index two. -/
theorem antiunitary_orthogonality (hH : H.index = 2) (hD : IsCorep H D)
    (hirr : IrreducibleOn H D) (i j k l : n) :
    (Fintype.card n : ℂ) *
        ∑ a ∈ Finset.univ.filter (fun a => a ∉ H), D a i j * conj (D a k l)
      = if i = k ∧ j = l then (Nat.card H : ℂ) else 0 := by
  -- average the matrix unit with its single entry at `(j, l)`
  let E : Matrix n n ℂ := Matrix.of fun x y => if x = j then (if y = l then 1 else 0) else 0
  have e : ∀ A : Matrix n n ℂ, (A * E * Aᴴ) i k = A i j * conj (A k l) := by
    intro A
    simp [E, Matrix.mul_apply]
  have t : E.trace = if j = l then 1 else 0 := by simp [E, Matrix.trace]
  have h := congrFun (congrFun (antiunitary_average hH hD hirr E) i) k
  rw [Matrix.smul_apply, Matrix.sum_apply, Matrix.smul_apply, t, smul_eq_mul, smul_eq_mul,
    Finset.sum_congr rfl (fun a _ => e (D a))] at h
  rw [h, Matrix.one_apply]
  by_cases hik : i = k <;> by_cases hjl : j = l <;> simp [hik, hjl]

/-- For a corepresentation irreducible on a subgroup `H` of index two, the squares of the
antiunitary operations sum to a scalar matrix: the dimension times the sum is the order
of `H` times the identity. -/
theorem sum_antiunitary_squares (hH : H.index = 2) (hD : IsCorep H D)
    (hirr : IrreducibleOn H D) :
    (Fintype.card n : ℂ) • ∑ a ∈ Finset.univ.filter (fun a => a ∉ H), D (a ^ 2)
      = (Nat.card H : ℂ) • (1 : Matrix n n ℂ) := by
  ext i l
  have h : ∀ a ∈ Finset.univ.filter (fun a => a ∉ H),
      D (a ^ 2) i l = ∑ j, D a i j * conj (D a j l) := by
    intro a ha
    rw [pow_two, hD.antilinear a (Finset.mem_filter.mp ha).2, Matrix.mul_apply]
    rfl
  rw [Matrix.smul_apply, Matrix.sum_apply, Finset.sum_congr rfl h, Finset.sum_comm,
    smul_eq_mul, Finset.mul_sum,
    Finset.sum_congr rfl (fun j _ => antiunitary_orthogonality hH hD hirr i j j l)]
  simp [ite_and, Matrix.one_apply]

/-- Magnetic group character test: for a corepresentation of nonzero dimension that is
irreducible on a subgroup `H` of index two, the characters of the squares of the
antiunitary elements sum to the order of `H`. -/
theorem character_test [Nonempty n] (hH : H.index = 2) (hD : IsCorep H D)
    (hirr : IrreducibleOn H D) :
    ∑ a ∈ Finset.univ.filter (fun a => a ∉ H), (D (a ^ 2)).trace = (Nat.card H : ℂ) := by
  have h := congrArg Matrix.trace (sum_antiunitary_squares hH hD hirr)
  rw [trace_smul, trace_smul, trace_sum, trace_one, smul_eq_mul, smul_eq_mul, mul_comm] at h
  exact mul_right_cancel₀ (Nat.cast_ne_zero.mpr Fintype.card_ne_zero) h

end Test

/-- Cosine of a number of quarter turns. -/
def cos4 (i : ZMod 4) : ℤ := (![1, 0, -1, 0] : Fin 4 → ℤ) i

/-- Sine of a number of quarter turns. -/
def sin4 (i : ZMod 4) : ℤ := (![0, 1, 0, -1] : Fin 4 → ℤ) i

/-- The symmetries of a square as rotations and reflections of the plane. -/
def squareRep : DihedralGroup 4 → Matrix (Fin 2) (Fin 2) ℂ
  | .r i => !![(cos4 i : ℂ), -(sin4 i : ℂ); (sin4 i : ℂ), (cos4 i : ℂ)]
  | .sr i => !![(cos4 i : ℂ), -(sin4 i : ℂ); -(sin4 i : ℂ), -(cos4 i : ℂ)]

/-- The plane matrices of the square multiply as the symmetries do. -/
theorem squareRep_mul (g k : DihedralGroup 4) :
    squareRep (g * k) = squareRep g * squareRep k := by
  have h1 : ∀ i j, cos4 (i + j) = cos4 i * cos4 j - sin4 i * sin4 j := by decide
  have h2 : ∀ i j, sin4 (i + j) = sin4 i * cos4 j + cos4 i * sin4 j := by decide
  have h3 : ∀ i j, cos4 (j - i) = cos4 i * cos4 j + sin4 i * sin4 j := by decide
  have h4 : ∀ i j, sin4 (j - i) = cos4 i * sin4 j - sin4 i * cos4 j := by decide
  have key : ∀ x y z w x' y' z' w' : ℂ, x = x' → y = y' → z = z' → w = w' →
      !![x, y; z, w] = !![x', y'; z', w'] := by
    rintro _ _ _ _ _ _ _ _ rfl rfl rfl rfl
    rfl
  rcases g with i | i <;> rcases k with j | j <;>
    simp only [DihedralGroup.r_mul_r, DihedralGroup.r_mul_sr, DihedralGroup.sr_mul_r,
      DihedralGroup.sr_mul_sr, squareRep, h1, h2, h3, h4, Matrix.mul_fin_two] <;>
    apply key <;> push_cast <;> ring

/-- A group homomorphism into the plane matrices of the square is a corepresentation for
every choice of the subgroup `H` of unitary elements. -/
theorem isCorep_square (H : Subgroup G) (f : G →* DihedralGroup 4) :
    IsCorep H (fun g => squareRep (f g)) := by
  have real : ∀ g, (squareRep g).map conj = squareRep g := by
    rintro (i | i) <;> ext a b <;> fin_cases a <;> fin_cases b <;> simp [squareRep]
  have vals : ∀ i, (cos4 i = 1 ∧ sin4 i = 0) ∨ (cos4 i = 0 ∧ sin4 i = 1) ∨
      (cos4 i = -1 ∧ sin4 i = 0) ∨ (cos4 i = 0 ∧ sin4 i = -1) := by decide
  have unit : ∀ g, squareRep g * (squareRep g)ᴴ = 1 := by
    rintro (i | i) <;> rcases vals i with ⟨hc, hs⟩ | ⟨hc, hs⟩ | ⟨hc, hs⟩ | ⟨hc, hs⟩ <;>
      ext a b <;> fin_cases a <;> fin_cases b <;>
      simp [squareRep, hc, hs, Matrix.mul_apply, Fin.sum_univ_succ]
  exact ⟨fun g => unit _, fun g _ k => by simp only [map_mul, squareRep_mul],
    fun g _ k => by simp only [map_mul, squareRep_mul, real]⟩

/-- The symmetry group of the square, extended by a commuting time reversal of square one,
acts on the plane and meets all hypotheses of the character test. -/
theorem character_test_witness :
    (MonoidHom.snd (DihedralGroup 4) ℤˣ).ker.index = 2 ∧
    IsCorep (MonoidHom.snd (DihedralGroup 4) ℤˣ).ker (fun g => squareRep g.1) ∧
    IrreducibleOn (MonoidHom.snd (DihedralGroup 4) ℤˣ).ker (fun g => squareRep g.1) := by
  refine ⟨?_, isCorep_square _ (MonoidHom.fst (DihedralGroup 4) ℤˣ), ?_⟩
  · rw [Subgroup.index_ker, MonoidHom.range_eq_top.mpr Prod.snd_surjective,
      Subgroup.card_top, Nat.card_eq_fintype_card]
    rfl
  · intro X hX
    have c0 : cos4 0 = 1 := by decide
    have s0 : sin4 0 = 0 := by decide
    have c1 : cos4 1 = 0 := by decide
    have s1 : sin4 1 = 1 := by decide
    -- a quarter turn and a reflection already force `X` to be scalar
    have hr := hX (DihedralGroup.r 1, 1) (MonoidHom.mem_ker.mpr rfl)
    have hs := hX (DihedralGroup.sr 0, 1) (MonoidHom.mem_ker.mpr rfl)
    have e1 : X 1 1 = X 0 0 := by
      simpa [squareRep, c1, s1, Matrix.mul_apply, Fin.sum_univ_succ] using
        congrFun (congrFun hr 0) 1
    have e2 : X 0 1 = 0 := by
      have h : X 0 1 = -X 0 1 := by
        simpa [squareRep, c0, s0, Matrix.mul_apply, Fin.sum_univ_succ] using
          congrFun (congrFun hs 0) 1
      linear_combination h / 2
    have e3 : X 1 0 = 0 := by
      have h : -X 1 0 = X 1 0 := by
        simpa [squareRep, c0, s0, Matrix.mul_apply, Fin.sum_univ_succ] using
          congrFun (congrFun hs 1) 0
      linear_combination -h / 2
    refine ⟨X 0 0, ?_⟩
    ext a b
    fin_cases a <;> fin_cases b <;> simp [e1, e2, e3]

end MagneticCharacterTest
```

```lean
#print axioms MagneticCharacterTest.sum_antiunitary_squares
-- 'MagneticCharacterTest.sum_antiunitary_squares' depends on axioms: [propext, Classical.choice, Quot.sound]
#print axioms MagneticCharacterTest.character_test
-- 'MagneticCharacterTest.character_test' depends on axioms: [propext, Classical.choice, Quot.sound]
```

`card_antiunitary` counts the complement, and `antiunitary_average` evaluates \(S\). Its central device is `Finset.sum_bij`, which equates two sums through a bijection of their index sets. Here the map is `fun a _ => h * a`, and four things are checked: it stays outside `H`, it is injective, it reaches every antiunitary element (from `h⁻¹ * b`), and the summands agree, by the linear law. `generalize` then names the sum `M`, so that irreducibility can replace it by a scalar matrix.

`antiunitary_orthogonality` inserts the matrix unit `E`. `sum_antiunitary_squares` expands `D (a ^ 2)` by the antilinear law, exchanges the sums and contracts the indices. `character_test` takes the trace and cancels the nonzero dimension.

The remaining declarations supply an example: the symmetries of a square, with a commuting time reversal of square one, acting on the plane. The matrices are real, so conjugation leaves them unchanged, and a quarter turn and a reflection already force a commuting matrix to be scalar. `character_test_witness` confirms the hypotheses in dimension two.

A Kramers doublet shows why irreducibility is required on \(H\), and not just under all of \(G\). Let \(t\) be time reversal, generating a cyclic group of order four, with \(H=\{1,t^2\}\) and

\[ D(t^m)=J^m,\qquad J=\begin{pmatrix}0&1\\-1&0\end{pmatrix}. \]

No line is invariant under \(t\), but \(D\) on \(H\) is only \(\pm1\), which commutes with everything. Both antiunitary elements square to \(t^2\), with \(D(t^2)=-1\), so the sum is \(-4\), whereas \(|H|=2\).
